# The largest gap limits explicit imaginary-time steps; for positive gaps, implicit damping works at every positive step

Written as a map, an implicit imaginary-time step uses the inverse of $1+\tau(H-E_0)$, which need not exist for a general linear operator $H$. The step is therefore taken as a relation between an old state $\psi$ and a new state $\psi'$:
$$(1+\tau(H-E_0))\psi'=\psi .$$
The explicit step is a map, $\psi\mapsto\psi-\tau(H-E_0)\psi$.

Here $H$ acts on all of a complex inner product space `E`, and $\tau$ and $E_0$ are real. The ground vector $\varphi_0$ has energy $E_0$, assumed known exactly. Finitely many excited vectors $\varphi_i$, with $i$ in `ι`, have energies $E_0+d_i$, where the gap $d_i$ is measured from $E_0$. These eigenvalue equations are the hypotheses `h0` and `hφ`; neither orthogonality nor normalisation is assumed. The amplitude of the ground state is absorbed into $\varphi_0$. Per step, an excited amplitude with gap $d$ is multiplied by $1-\tau d$ in the explicit iteration of (d) and by $1/(1+\tau d)$ in the implicit sequence of (g).

For finite superpositions of exact eigenvectors, the results show how the spectrum restricts a fixed explicit time step. They describe ground-state projection when $\varphi_0\ne0$; if $\varphi_0=0$, the limit is the zero vector, which is not a state.

```lean
import Mathlib

open Filter Topology

namespace ImaginaryTimeSteps

noncomputable section

variable {E ι : Type*} [NormedAddCommGroup E] [InnerProductSpace ℂ E] [Fintype ι]

/-- One explicit imaginary-time step: `ψ` goes to `ψ - τ (H - E0) ψ`. -/
def explicitStep (H : E →ₗ[ℂ] E) (E0 τ : ℝ) (ψ : E) : E :=
  ψ - (τ : ℂ) • (H ψ - (E0 : ℂ) • ψ)

/-- The state `ψ'` follows from `ψ` by one implicit imaginary-time step:
`(1 + τ (H - E0)) ψ' = ψ`. -/
def IsImplicitStep (H : E →ₗ[ℂ] E) (E0 τ : ℝ) (ψ ψ' : E) : Prop :=
  ψ' + (τ : ℂ) • (H ψ' - (E0 : ℂ) • ψ') = ψ
```

## (a) Damping at a single gap

For $\tau>0$ and $d>0$, show that
$$|1-\tau d|<1\iff\tau d<2 .$$

**Solution.** The left side means $-1<1-\tau d<1$. The upper bound is $\tau d>0$, which is given, and the lower bound is $\tau d<2$. In Lean, `abs_lt` makes the split and `linarith` settles the inequalities.

```lean
/-- For a positive gap `d` and a positive step `τ`, the explicit factor `1 - τ d` has modulus
below one exactly when `τ d < 2`. -/
theorem explicit_factor_lt_one_iff {τ d : ℝ} (hτ : 0 < τ) (hd : 0 < d) :
    |1 - τ * d| < 1 ↔ τ * d < 2 := by
  have h := mul_pos hτ hd
  rw [abs_lt]
  constructor
  · rintro ⟨h1, _⟩
    linarith
  · intro h1
    constructor <;> linarith
```

## (b) Damping over a set of gaps

Let a set $S$ of gaps have least element $g>0$ and greatest element $W$, and let $\tau>0$. Show that
$$\bigl(\forall d\in S,\ |1-\tau d|<1\bigr)\iff\tau W<2,\qquad \max_{d\in S}\frac1{1+\tau d}=\frac1{1+\tau g}<1 .$$

**Solution.** If all explicit factors have modulus below one, apply (a) to $d=W$. Conversely, $\tau d\le\tau W<2$ for every $d\in S$, so (a) applies to each gap. For the implicit factors, $1+\tau d\ge1+\tau g>1$; taking reciprocals gives both bounds, and $d=g$ attains the maximum.

`IsLeast` and `IsGreatest` include membership in the set. Any finite nonempty set of gaps has both elements.

```lean
/-- Let the gaps have least element `g > 0` and greatest element `W`, and let `τ > 0`. All explicit
factors have modulus below one iff `τ W < 2`; the largest implicit factor is `1 / (1 + τ g)`,
and it is below one. -/
theorem damping_factors {S : Set ℝ} {g W τ : ℝ} (hg : IsLeast S g) (hW : IsGreatest S W)
    (g_pos : 0 < g) (hτ : 0 < τ) :
    ((∀ d ∈ S, |1 - τ * d| < 1) ↔ τ * W < 2) ∧
      IsGreatest ((fun d => 1 / (1 + τ * d)) '' S) (1 / (1 + τ * g)) ∧
      1 / (1 + τ * g) < 1 := by
  have hτg := mul_pos hτ g_pos
  refine ⟨⟨fun h => ?_, fun h d hd => ?_⟩, ⟨⟨g, hg.1, rfl⟩, ?_⟩, ?_⟩
  · -- the largest gap sets the limit
    exact (explicit_factor_lt_one_iff hτ (lt_of_lt_of_le g_pos (hg.2 hW.1))).1 (h W hW.1)
  · have h1 := mul_le_mul_of_nonneg_left (hW.2 hd) hτ.le
    exact (explicit_factor_lt_one_iff hτ (lt_of_lt_of_le g_pos (hg.2 hd))).2 (by linarith)
  · -- the implicit factor decreases with the gap
    rintro _ ⟨d, hd, rfl⟩
    have h1 := mul_le_mul_of_nonneg_left (hg.2 hd) hτ.le
    exact one_div_le_one_div_of_le (by linarith) (by linarith)
  · rw [div_lt_one (by linarith)]
    linarith
```

## (c) The action of $H-E_0$

For complex amplitudes $c_i$, show that
$$(H-E_0)\Bigl(\varphi_0+\sum_i c_i\varphi_i\Bigr)=\sum_i d_ic_i\varphi_i .$$

**Solution.** By linearity, $H$ gives $E_0\varphi_0+\sum_i c_i(E_0+d_i)\varphi_i$. Subtracting $E_0$ times the state removes the ground term and leaves $d_ic_i\varphi_i$ in each excited term. In Lean, `add_sub_add_left_eq_sub` removes the ground term, and `module` does the subtraction in each excited term.

```lean
variable {H : E →ₗ[ℂ] E} {E0 τ : ℝ} {φ0 : E} {φ : ι → E} {d : ι → ℝ}

/-- On a superposition of eigenvectors with energies `E0` and `E0 + d i`, the operator `H - E0`
removes the ground component and multiplies each excited amplitude by its gap. -/
theorem excitation_action (h0 : H φ0 = (E0 : ℂ) • φ0)
    (hφ : ∀ i, H (φ i) = ((E0 : ℂ) + (d i : ℂ)) • φ i) (c : ι → ℂ) :
    H (φ0 + ∑ i, c i • φ i) - (E0 : ℂ) • (φ0 + ∑ i, c i • φ i)
      = ∑ i, ((d i : ℂ) * c i) • φ i := by
  rw [map_add, h0, smul_add, add_sub_add_left_eq_sub, map_sum, Finset.smul_sum,
    ← Finset.sum_sub_distrib]
  refine Finset.sum_congr rfl fun i _ => ?_
  rw [map_smul, hφ]
  module
```

## (d) Repeated explicit steps

Write $A$ for the explicit step. Show that
$$A^n\Bigl(\varphi_0+\sum_i c_i\varphi_i\Bigr)=\varphi_0+\sum_i(1-\tau d_i)^nc_i\varphi_i .$$

**Solution.** Use induction on $n$. The case $n=0$ is immediate. If the amplitudes after $n$ steps are $a_i=(1-\tau d_i)^nc_i$, then by (c) the next step subtracts $\tau d_ia_i$, leaving $(1-\tau d_i)a_i$. Lean writes the iterate as `^[n]` and compares the sums term by term.

```lean
/-- After `n` explicit steps on a superposition of eigenvectors with energies `E0` and `E0 + d i`,
the ground component is unchanged and each excited amplitude is multiplied by
`(1 - τ d i) ^ n`. -/
theorem explicit_iterate (h0 : H φ0 = (E0 : ℂ) • φ0)
    (hφ : ∀ i, H (φ i) = ((E0 : ℂ) + (d i : ℂ)) • φ i) (c : ι → ℂ) (n : ℕ) :
    (explicitStep H E0 τ)^[n] (φ0 + ∑ i, c i • φ i)
      = φ0 + ∑ i, (((1 - τ * d i : ℝ) : ℂ) ^ n * c i) • φ i := by
  induction n with
  | zero => simp
  | succ n ih =>
    rw [Function.iterate_succ_apply', ih, explicitStep, excitation_action h0 hφ,
      Finset.smul_sum, add_sub_assoc, ← Finset.sum_sub_distrib]
    congr 1
    refine Finset.sum_congr rfl fun i _ => ?_
    rw [smul_smul, ← sub_smul]
    congr 1
    push_cast
    ring
```

## (e) The limit of damped amplitudes

Let $r_i$ be real with $|r_i|<1$ for all $i$. Show that
$$\varphi_0+\sum_i r_i^nc_i\varphi_i\longrightarrow\varphi_0\qquad(n\to\infty).$$

**Solution.** Each $r_i^n$ tends to zero, hence so does each term, and the sum is finite. `tendsto_finsetSum` combines the termwise limits.

```lean
/-- For any vectors `φ0` and `φ i`, if every real factor `r i` has modulus below one, then `φ0` plus
the finite sum of the terms `(r i) ^ n * c i` times `φ i` tends to `φ0` as `n` grows. -/
theorem damped_tendsto (φ0 : E) (φ : ι → E) (c : ι → ℂ) {r : ι → ℝ} (hr : ∀ i, |r i| < 1) :
    Tendsto (fun n : ℕ => φ0 + ∑ i, ((r i : ℂ) ^ n * c i) • φ i) atTop (𝓝 φ0) := by
  have h : Tendsto (fun n : ℕ => φ0 + ∑ i, ((r i : ℂ) ^ n * c i) • φ i) atTop
      (𝓝 (φ0 + ∑ i, ((0 : ℂ) * c i) • φ i)) := by
    refine tendsto_const_nhds.add (tendsto_finsetSum _ fun i _ => ?_)
    have hi : ‖(r i : ℂ)‖ < 1 := by
      rw [Complex.norm_real, Real.norm_eq_abs]
      exact hr i
    exact ((tendsto_pow_atTop_nhds_zero_of_norm_lt_one hi).mul_const _).smul_const _
  simp only [zero_mul, zero_smul, Finset.sum_const_zero, add_zero] at h
  exact h
```

## (f) Convergence of the explicit iteration

Let all $\varphi_i\ne0$, all $d_i>0$, $W=\max_i d_i$ and $\tau>0$. Show that
$$\Bigl(\forall c,\ A^n\bigl(\varphi_0+\textstyle\sum_i c_i\varphi_i\bigr)\to\varphi_0\Bigr)\iff\tau W<2 .$$

**Solution.** Suppose the iteration always converges. Choose $j$ with $d_j=W$, and set $c_j=1$ and all other amplitudes to zero (`Pi.single j 1`). By (d), the distance to $\varphi_0$ is $|1-\tau W|^n\|\varphi_j\|$. Were $|1-\tau W|\ge1$, this would stay at least $\|\varphi_j\|>0$, a contradiction. So (a) gives $\tau W<2$.

Conversely, $\tau d_i\le\tau W<2$, and (a), (d) and (e) give convergence.

```lean
/-- For nonzero excited eigenvectors with positive gaps, the largest being `W`, and `τ > 0`,
explicit steps converge to the ground component for all excited amplitudes iff `τ W < 2`. -/
theorem explicit_converges_iff {W : ℝ} (h0 : H φ0 = (E0 : ℂ) • φ0)
    (hφ : ∀ i, H (φ i) = ((E0 : ℂ) + (d i : ℂ)) • φ i) (hne : ∀ i, φ i ≠ 0)
    (hd : ∀ i, 0 < d i) (hW : IsGreatest (Set.range d) W) (hτ : 0 < τ) :
    (∀ c : ι → ℂ, Tendsto (fun n : ℕ => (explicitStep H E0 τ)^[n] (φ0 + ∑ i, c i • φ i))
      atTop (𝓝 φ0)) ↔ τ * W < 2 := by
  classical
  constructor
  · intro hc
    obtain ⟨j, rfl⟩ := hW.1
    -- test the iteration on the excited state with the largest gap
    have h1 : Tendsto (fun n : ℕ => φ0 + ((1 - τ * d j : ℝ) : ℂ) ^ n • φ j)
        atTop (𝓝 φ0) := by
      refine (hc (Pi.single j 1)).congr fun n => ?_
      rw [explicit_iterate h0 hφ, Finset.sum_eq_single j]
      · rw [Pi.single_eq_same, mul_one]
      · intro i _ hi
        rw [Pi.single_eq_of_ne hi, mul_zero, zero_smul]
      · intro h
        exact absurd (Finset.mem_univ j) h
    have h2 := (h1.sub_const φ0).norm
    simp only [add_sub_cancel_left, sub_self, norm_zero, norm_smul, norm_pow,
      Complex.norm_real, Real.norm_eq_abs] at h2
    rw [← explicit_factor_lt_one_iff hτ (hd j)]
    by_contra hlt
    have h3 : ‖φ j‖ ≤ 0 := ge_of_tendsto' h2 fun n =>
      le_mul_of_one_le_left (norm_nonneg _) (one_le_pow₀ (not_lt.1 hlt))
    exact hne j (norm_le_zero_iff.1 h3)
  · intro h c
    simp only [explicit_iterate h0 hφ]
    refine damped_tendsto φ0 φ c fun i => (explicit_factor_lt_one_iff hτ (hd i)).2 ?_
    have h1 := mul_le_mul_of_nonneg_left (hW.2 ⟨i, rfl⟩) hτ.le
    linarith
```

## (g) A convergent implicit sequence

Let $d_i>0$ and $\tau>0$, and define
$$\psi_n=\varphi_0+\sum_i\frac{c_i}{(1+\tau d_i)^n}\varphi_i .$$
Show that
$$(1+\tau(H-E_0))\psi_{n+1}=\psi_n,\qquad\psi_n\to\varphi_0 .$$

**Solution.** Put $r_i=1/(1+\tau d_i)$. By (c), the operator keeps $\varphi_0$ and multiplies the $i$-th amplitude by $1+\tau d_i$, so $r_i^{n+1}c_i$ becomes $r_i^nc_i$. Since $0<r_i<1$, (e) gives the limit. In Lean, `hr` records $r_i(1+\tau d_i)=1$, and `linear_combination` uses it.

The hypothesis `hψ` selects this sequence; uniqueness is not claimed. If $H$ also had the eigenvalue $E_0-1/\tau$, the implicit equation would have further solutions. That eigenvalue lies below $E_0$, so this cannot happen when $E_0$ is the lowest eigenvalue of $H$.

```lean
/-- For eigenvectors with positive gaps and any `τ > 0`, the states whose excited amplitudes are
damped by `1 / (1 + τ d i)` per step solve the implicit equation at every step, and they converge
to the ground component. -/
theorem implicit_converges (h0 : H φ0 = (E0 : ℂ) • φ0)
    (hφ : ∀ i, H (φ i) = ((E0 : ℂ) + (d i : ℂ)) • φ i) (hd : ∀ i, 0 < d i) (hτ : 0 < τ)
    (c : ι → ℂ) {ψ : ℕ → E}
    (hψ : ∀ n, ψ n = φ0 + ∑ i, (((1 / (1 + τ * d i) : ℝ) : ℂ) ^ n * c i) • φ i) :
    (∀ n, IsImplicitStep H E0 τ (ψ n) (ψ (n + 1))) ∧ Tendsto ψ atTop (𝓝 φ0) := by
  constructor
  · intro n
    rw [IsImplicitStep, hψ n, hψ (n + 1), excitation_action h0 hφ, Finset.smul_sum, add_assoc,
      ← Finset.sum_add_distrib]
    congr 1
    refine Finset.sum_congr rfl fun i _ => ?_
    have hp := mul_pos hτ (hd i)
    -- the factor inverts `1 + τ d i`
    have hr : ((1 / (1 + τ * d i) : ℝ) : ℂ) * (1 + (τ : ℂ) * (d i : ℂ)) = 1 := by
      have h : 1 / (1 + τ * d i) * (1 + τ * d i) = 1 := one_div_mul_cancel (by linarith)
      exact_mod_cast h
    rw [smul_smul, ← add_smul]
    congr 1
    generalize ((1 / (1 + τ * d i) : ℝ) : ℂ) = r at hr ⊢
    linear_combination r ^ n * c i * hr
  · rw [funext hψ]
    refine damped_tendsto φ0 φ c fun i => ?_
    have hp := mul_pos hτ (hd i)
    rw [abs_of_pos (one_div_pos.2 (by linarith)), div_lt_one (by linarith)]
    linarith
```

## (h) A three-level example

For $H=\mathrm{diag}(0,1,3)$ with basis vectors $e_0,e_1,e_2$, verify that
$$He_0=0,\qquad He_1=e_1,\qquad He_2=3e_2,$$
and that $e_1,e_2\ne0$.

**Solution.** Apply $H$ component by component; each excited vector has a component equal to 1. Thus $E_0=0$ and the gaps are 1 and 3, so the condition in (f) reads $\tau<2/3$. Lean checks the components by `fin_cases` and `simp`.

```lean
/-- The diagonal Hamiltonian of a three-level system with energies 0, 1 and 3. -/
def threeLevel : EuclideanSpace ℂ (Fin 3) →ₗ[ℂ] EuclideanSpace ℂ (Fin 3) where
  toFun x := !₂[0, x 1, 3 * x 2]
  map_add' x y := by
    ext i
    fin_cases i <;> simp [mul_add]
  map_smul' a x := by
    ext i
    fin_cases i <;> simp [mul_left_comm]

/-- The three-level Hamiltonian has the first basis vector at energy 0 and the other two, which
are nonzero, at gaps 1 and 3. -/
theorem threeLevel_witness :
    threeLevel !₂[1, 0, 0] = ((0 : ℝ) : ℂ) • !₂[1, 0, 0] ∧
      (∀ i : Fin 2, threeLevel ((![!₂[0, 1, 0], !₂[0, 0, 1]] :
          Fin 2 → EuclideanSpace ℂ (Fin 3)) i)
        = (((0 : ℝ) : ℂ) + (((![1, 3] : Fin 2 → ℝ) i : ℝ) : ℂ)) •
          (![!₂[0, 1, 0], !₂[0, 0, 1]] : Fin 2 → EuclideanSpace ℂ (Fin 3)) i) ∧
      ∀ i : Fin 2, (![!₂[0, 1, 0], !₂[0, 0, 1]] :
          Fin 2 → EuclideanSpace ℂ (Fin 3)) i ≠ 0 := by
  refine ⟨?_, ?_, ?_⟩
  · ext i
    fin_cases i <;> simp [threeLevel]
  · intro i
    ext j
    fin_cases i <;> fin_cases j <;> simp [threeLevel]
  · intro i
    fin_cases i
    · intro h
      simpa using congrArg (fun v : EuclideanSpace ℂ (Fin 3) => v 1) h
    · intro h
      simpa using congrArg (fun v : EuclideanSpace ℂ (Fin 3) => v 2) h

end

end ImaginaryTimeSteps
```

```lean
#print axioms ImaginaryTimeSteps.damping_factors
#print axioms ImaginaryTimeSteps.explicit_converges_iff
#print axioms ImaginaryTimeSteps.implicit_converges
```

```
'ImaginaryTimeSteps.damping_factors' depends on axioms: [propext, Classical.choice, Quot.sound]
'ImaginaryTimeSteps.explicit_converges_iff' depends on axioms: [propext, Classical.choice, Quot.sound]
'ImaginaryTimeSteps.implicit_converges' depends on axioms: [propext, Classical.choice, Quot.sound]
```
